# The determinant of the block matrix of two coupled monomers is the product of the monomer determinants and a factor that depends on the coupling strength only through its square

Two monomers are described by finite real matrices `1 + A` and `1 + B`, with `A` and `B` positive semidefinite. They are the diagonal blocks of a larger matrix whose off-diagonal blocks are `e • W` and `e • Wᵀ`, where `W` is an arbitrary real matrix and the real number `e` is the coupling strength. The theorem `det_dimer` states that the determinant of the whole block matrix equals det(1 + A) · det(1 + B) · det(1 − e²(1 + A)⁻¹W(1 + B)⁻¹Wᵀ). For fixed `A`, `B` and `W`, the coupling strength thus enters only through e², and it need not be small. The proof takes the Schur complement of the second monomer's block and, in the step `hS`, tries to factor `1 + A` out of it.

The first attempt, which Lean rejects:

```lean
import Mathlib

open Matrix Filter Topology
open scoped Kronecker

namespace RPADispersion

noncomputable section

variable {m n k l : Type*} [Fintype m] [DecidableEq m] [Fintype n] [DecidableEq n]
  [Fintype k] [Fintype l]

/-- The matrix of two monomers `1 + A` and `1 + B` whose mutual coupling `W` is scaled by `e`. -/
def dimer (A : Matrix m m ℝ) (B : Matrix n n ℝ) (W : Matrix m n ℝ) (e : ℝ) :
    Matrix (m ⊕ n) (m ⊕ n) ℝ :=
  fromBlocks (1 + A) (e • W) (e • Wᵀ) (1 + B)

/-- The round trip `(1 + A)⁻¹ W (1 + B)⁻¹ Wᵀ` from one monomer to the other and back. -/
def roundTrip (A : Matrix m m ℝ) (B : Matrix n n ℝ) (W : Matrix m n ℝ) : Matrix m m ℝ :=
  (1 + A)⁻¹ * W * (1 + B)⁻¹ * Wᵀ

omit [Fintype m] in
/-- For positive semidefinite `A`, the monomer matrix `1 + A` is positive definite. -/
theorem posDef_one_add {A : Matrix m m ℝ} (hA : A.PosSemidef) : (1 + A).PosDef :=
  Matrix.PosDef.one.add_posSemidef hA

/-- The dimer determinant is the product of the monomer determinants and a coupling factor
that depends on the coupling strength only through its square. -/
theorem det_dimer {A : Matrix m m ℝ} {B : Matrix n n ℝ} (hA : A.PosSemidef)
    (hB : B.PosSemidef) (W : Matrix m n ℝ) (e : ℝ) :
    (dimer A B W e).det =
      ((1 + A).det * (1 + B).det) * (1 + (-(e ^ 2)) • roundTrip A B W).det := by
  have hAu : IsUnit (1 + A).det := (posDef_one_add hA).det_pos.ne'.isUnit
  have hBu : IsUnit (1 + B).det := (posDef_one_add hB).det_pos.ne'.isUnit
  letI : Invertible (1 + B) := invertibleOfIsUnitDet _ hBu
  have hK : (1 + A) * roundTrip A B W = W * (1 + B)⁻¹ * Wᵀ := by
    unfold roundTrip
    simp only [← Matrix.mul_assoc]
    rw [mul_nonsing_inv _ hAu, Matrix.one_mul]
  -- the Schur complement of the second monomer
  have hS : 1 + A - (e • W) * (1 + B)⁻¹ * (e • Wᵀ) =
      (1 + A) * (1 + (-(e ^ 2)) • roundTrip A B W) := by
    rw [Matrix.mul_add, Matrix.mul_one, Matrix.mul_smul, hK]
    simp only [Matrix.smul_mul, Matrix.mul_smul, smul_smul]
    module
  rw [dimer, det_fromBlocks₂₂, invOf_eq_nonsing_inv, hS, det_mul]
  ring

end

end RPADispersion
```

The compiler's answer:

```
Main.lean:35:2: warning: Try this: 
  letI̵

The goal is a proposition, so `let` is preferred over `letI`.
The difference between `let` and `letI` is that `letI` inlines the value.
But this is not relevant for proofs because of proof irrelevance.

Note: This linter can be disabled with `set_option linter.style.haveILetI false`
Main.lean:43:57: error: Tactic `rewrite` failed: Did not find an occurrence of the pattern
  (1 + A) * roundTrip A B W
in the target expression
  1 + A - e • (e • W * (1 + B)⁻¹ * Wᵀ) = 1 + A + (1 + A) * -e ^ 2 • roundTrip A B W

m : Type u_1
n : Type u_2
inst✝³ : Fintype m
inst✝² : DecidableEq m
inst✝¹ : Fintype n
inst✝ : DecidableEq n
A : Matrix m m ℝ
B : Matrix n n ℝ
hA : A.PosSemidef
hB : B.PosSemidef
W : Matrix m n ℝ
e : ℝ
hAu : IsUnit (1 + A).det
hBu : IsUnit (1 + B).det
this : Invertible (1 + B) := (1 + B).invertibleOfIsUnitDet hBu
hK : (1 + A) * roundTrip A B W = W * (1 + B)⁻¹ * Wᵀ
⊢ 1 + A - e • (e • W * (1 + B)⁻¹ * Wᵀ) = 1 + A + (1 + A) * -e ^ 2 • roundTrip A B W
```

The change, after which it compiles:

```diff
@@ -33,5 +33,5 @@
   have hAu : IsUnit (1 + A).det := (posDef_one_add hA).det_pos.ne'.isUnit
   have hBu : IsUnit (1 + B).det := (posDef_one_add hB).det_pos.ne'.isUnit
-  letI : Invertible (1 + B) := invertibleOfIsUnitDet _ hBu
+  let : Invertible (1 + B) := invertibleOfIsUnitDet _ hBu
   have hK : (1 + A) * roundTrip A B W = W * (1 + B)⁻¹ * Wᵀ := by
     unfold roundTrip
@@ -41,6 +41,5 @@
   have hS : 1 + A - (e • W) * (1 + B)⁻¹ * (e • Wᵀ) =
       (1 + A) * (1 + (-(e ^ 2)) • roundTrip A B W) := by
-    rw [Matrix.mul_add, Matrix.mul_one, Matrix.mul_smul, hK]
-    simp only [Matrix.smul_mul, Matrix.mul_smul, smul_smul]
+    simp only [Matrix.mul_add, Matrix.mul_one, Matrix.smul_mul, Matrix.mul_smul, smul_smul, hK]
     module
   rw [dimer, det_fromBlocks₂₂, invOf_eq_nonsing_inv, hS, det_mul]
```

What went wrong. The error says that `rw` cannot find `(1 + A) * roundTrip A B W`, the left side of `hK`. The preceding rewrite with `Matrix.mul_smul` was meant to free this product from the scalar `-e ^ 2` on the right of the equation. But `rw` fixes a lemma's variables at the first match and rewrites only instances of that match. Here the match was the product with `e • Wᵀ` on the left, so `e` was pulled out there, while `(1 + A) * -e ^ 2 • roundTrip A B W` stayed as it was.

The repair moves all the rewriting, `hK` included, into one `simp only`, which applies the lemmas repeatedly wherever they fit. The scalars now come out on both sides, `hK` finds its product, and `module` proves the remaining identity.

The change from `letI` to `let` is mere tidying: it answers a linter warning, which notes that the difference between the two is irrelevant in a proof.
